# Conjugating the transpose of a 2×2 spin operator with σ_y gives its adjugate

The theorem `pauliY_transpose` says that σ_y Aᵀ σ_y = adj A for every operator A on a two-dimensional spin space. Here A is any 2×2 complex matrix, and need not be Hermitian, unitary or invertible. Its adjugate is the matrix with the two diagonal entries swapped and the two off-diagonal entries changed in sign. The attempt writes the adjugate out explicitly and compares the two sides entry by entry, expanding the products with `simp`, tidying with `ring_nf`, and calling `simp` again with i² = −1.

In Lean, a first try:

```lean
import Mathlib

open Matrix

namespace NoTwoTerminalSpinFilter

noncomputable section

/-- Operators on the spin space of one channel. -/
abbrev SpinOp := Matrix (Fin 2) (Fin 2) ℂ

/-- The three Pauli matrices, in the order x, y, z. -/
def pauli : Fin 3 → SpinOp :=
  ![!![0, 1; 1, 0], !![0, -Complex.I; Complex.I, 0], !![1, 0; 0, -1]]

/-- Transposing a spin operator and conjugating it with `σ_y` gives its adjugate. -/
theorem pauliY_transpose (A : SpinOp) : pauli 1 * Aᵀ * pauli 1 = A.adjugate := by
  rw [adjugate_fin_two]
  ext i j
  fin_cases i <;> fin_cases j <;>
    simp [pauli, Matrix.mul_apply, Fin.sum_univ_succ] <;> ring_nf <;> simp [Complex.I_sq]

end

end NoTwoTerminalSpinFilter
```

Compiling this gives:

```
Main.lean:21:70: error: `simp` made no progress

Note: The target expression is not type-correct under the `implicit` transparency level, which may have triggered the failure. This is usually caused by unfolding of semireducible definitions in prior tactic steps. Use `set_option linter.tacticCheckInstances true` to investigate the source of the issue.
Full error:
  function expected
    A 1
Main.lean:21:70: error: `simp` made no progress

Note: The target expression is not type-correct under the `implicit` transparency level, which may have triggered the failure. This is usually caused by unfolding of semireducible definitions in prior tactic steps. Use `set_option linter.tacticCheckInstances true` to investigate the source of the issue.
Full error:
  function expected
    A 0
Main.lean:21:70: error: `simp` made no progress

Note: The target expression is not type-correct under the `implicit` transparency level, which may have triggered the failure. This is usually caused by unfolding of semireducible definitions in prior tactic steps. Use `set_option linter.tacticCheckInstances true` to investigate the source of the issue.
Full error:
  function expected
    A 1
Main.lean:21:70: error: `simp` made no progress

Note: The target expression is not type-correct under the `implicit` transparency level, which may have triggered the failure. This is usually caused by unfolding of semireducible definitions in prior tactic steps. Use `set_option linter.tacticCheckInstances true` to investigate the source of the issue.
Full error:
  function expected
    A 0
```

As a diff, the version that Lean accepts:

```diff
@@ -16,8 +16,19 @@
 /-- Transposing a spin operator and conjugating it with `σ_y` gives its adjugate. -/
 theorem pauliY_transpose (A : SpinOp) : pauli 1 * Aᵀ * pauli 1 = A.adjugate := by
+  -- first for a matrix given by four complex numbers
+  have key : ∀ a b c d : ℂ,
+      pauli 1 * (!![a, b; c, d] : SpinOp)ᵀ * pauli 1 = !![d, -b; -c, a] := by
+    intro a b c d
+    have hT : (!![a, b; c, d] : SpinOp)ᵀ = !![a, c; b, d] := by
+      ext i j
+      fin_cases i <;> fin_cases j <;> rfl
+    have hp : pauli 1 = !![0, -Complex.I; Complex.I, 0] := rfl
+    rw [hT, hp, mul_fin_two, mul_fin_two]
+    ext i j
+    fin_cases i <;> fin_cases j <;> simp <;> ring_nf <;> simp [Complex.I_sq]
+  have h := key (A 0 0) (A 0 1) (A 1 0) (A 1 1)
+  rw [← eta_fin_two A] at h
   rw [adjugate_fin_two]
-  ext i j
-  fin_cases i <;> fin_cases j <;>
-    simp [pauli, Matrix.mul_apply, Fin.sum_univ_succ] <;> ring_nf <;> simp [Complex.I_sq]
+  exact h
 
 end
```

Diagnosis. All four errors, one for each matrix entry, come from the last `simp [Complex.I_sq]`, which found no i² to rewrite. The first `simp` had not fully expanded the products. It simplifies the inner product `pauli 1 * Aᵀ` before taking entries of the whole, and there `Matrix.mul_apply` can't act, because it needs a product with both indices supplied. Mathlib's simp rule for an explicit matrix on the left acts instead and leaves products of a vector such as `![0, -Complex.I]` with the matrix `Aᵀ`. The rules that would expand these need a matrix written out by its entries, which `Aᵀ` is not. One factor of i therefore stays inside the vector while the other stands outside, and `ring_nf` can't combine them into i².

Lean's note about transparency is a false lead. It reports that `A 1` is a function application only once the definition of `Matrix` is unfolded, but that is true of ordinary matrix entries, which `simp` handles routinely.

The repair expands everything before `simp` runs. `key` takes a matrix of four complex numbers, `hT` writes out its transpose, `hp` writes out σ_y, and `mul_fin_two` turns both products into explicit sums. Both factors of i now sit in the same scalar term, so `ring_nf` can form i² and `Complex.I_sq` can replace it by −1. `key` is then applied to the entries of `A`, `eta_fin_two` turns the matrix of those entries back into `A`, and `exact h` matches the result to the explicit adjugate.
